# The ground energy of a real symmetric Hamiltonian with affine diagonal and negative exponential hopping is concave in the coupling

The ground energy is taken here to be the infimum of the real spectrum, which equals the smallest eigenvalue when the matrix is symmetric and has at least one row. (For a matrix with no real eigenvalue, Lean's convention sets this infimum to 0; that case plays no role here.) With that definition, the file proves that the ground energy is concave in a real coupling $g$ when the diagonal entries are affine in $g$ and the off-diagonal entries are $-\exp(a_{ij}+g\,b_{ij})$ with $a$ and $b$ real symmetric.

```lean
import Mathlib

open Matrix

namespace ConcavityInCoupling

variable {n : Type*} [Fintype n]

/-- The energy form written out as a double sum over basis states. -/
theorem energy_eq_sum (A : Matrix n n ℝ) (x : n → ℝ) :
    x ⬝ᵥ A *ᵥ x = ∑ i, ∑ j, A i j * (x i * x j) := by
  simp only [dotProduct, Matrix.mulVec, Finset.mul_sum]
  refine Finset.sum_congr rfl fun i _ => Finset.sum_congr rfl fun j _ => ?_
  ring

/-- A nonzero real state has positive squared norm. -/
theorem normSq_pos {x : n → ℝ} (hx : x ≠ 0) : 0 < x ⬝ᵥ x :=
  lt_of_le_of_ne (Finset.sum_nonneg fun i _ => mul_self_nonneg (x i))
    (Ne.symm (mt dotProduct_self_eq_zero.1 hx))

variable [DecidableEq n]

/-- The ground energy of a real matrix: the infimum of its real spectrum. -/
noncomputable def groundEnergy (A : Matrix n n ℝ) : ℝ := sInf (spectrum ℝ A)

/-- Measuring energies from `E` subtracts `E` times the squared norm from the energy form. -/
theorem energy_shift (A : Matrix n n ℝ) (E : ℝ) (x : n → ℝ) :
    x ⬝ᵥ (A - E • (1 : Matrix n n ℝ)) *ᵥ x = x ⬝ᵥ A *ᵥ x - E * (x ⬝ᵥ x) := by
  rw [Matrix.sub_mulVec, Matrix.smul_mulVec, Matrix.one_mulVec, dotProduct_sub,
    dotProduct_smul, smul_eq_mul]

/-- The ground energy of a real symmetric matrix belongs to its spectrum, and the matrix
measured from its ground energy is positive semidefinite. -/
theorem groundEnergy_spec [Nonempty n] {A : Matrix n n ℝ} (hA : A.IsSymm) :
    groundEnergy A ∈ spectrum ℝ A ∧
      (A - groundEnergy A • (1 : Matrix n n ℝ)).PosSemidef := by
  have toH : ∀ M : Matrix n n ℝ, M.IsSymm → M.IsHermitian := fun M h =>
    Matrix.IsHermitian.ext fun i j => by rw [star_trivial]; exact h.apply i j
  have hr := (toH A hA).spectrum_real_eq_range_eigenvalues
  have hf : (spectrum ℝ A).Finite := by rw [hr]; exact Set.finite_range _
  have hne : (spectrum ℝ A).Nonempty := by rw [hr]; exact Set.range_nonempty _
  have hB := toH _ (hA.sub (Matrix.isSymm_one.smul (groundEnergy A)))
  refine ⟨hne.csInf_mem hf, hB.posSemidef_iff_eigenvalues_nonneg.2 fun i => ?_⟩
  have h : hB.eigenvalues i ∈ spectrum ℝ (A - groundEnergy A • (1 : Matrix n n ℝ)) := by
    rw [hB.spectrum_real_eq_range_eigenvalues]
    exact ⟨i, rfl⟩
  generalize hB.eigenvalues i = μ at h ⊢
  -- an eigenvalue of the shifted matrix is a shifted eigenvalue
  have h' : μ + groundEnergy A ∈ spectrum ℝ A := by
    rw [spectrum.mem_iff, Algebra.algebraMap_eq_smul_one] at h ⊢
    have e : (μ + groundEnergy A) • (1 : Matrix n n ℝ) - A
        = μ • (1 : Matrix n n ℝ) - (A - groundEnergy A • (1 : Matrix n n ℝ)) := by module
    rwa [e]
  have h2 : groundEnergy A ≤ μ + groundEnergy A := csInf_le hf.bddBelow h'
  change (0 : ℝ) ≤ μ
  linarith

/-- Variational principle: the ground energy times the squared norm of a state is at most
the energy form of that state. -/
theorem groundEnergy_le_energy [Nonempty n] {A : Matrix n n ℝ} (hA : A.IsSymm)
    (x : n → ℝ) : groundEnergy A * (x ⬝ᵥ x) ≤ x ⬝ᵥ A *ᵥ x := by
  have h := (groundEnergy_spec hA).2.dotProduct_mulVec_nonneg x
  rw [star_trivial, energy_shift] at h
  linarith

/-- If all off-diagonal entries are nonpositive, a real symmetric Hamiltonian has a ground
state with nonnegative amplitudes. -/
theorem exists_nonneg_ground_state [Nonempty n] {A : Matrix n n ℝ} (hA : A.IsSymm)
    (hoff : ∀ i j, i ≠ j → A i j ≤ 0) :
    ∃ v : n → ℝ, v ≠ 0 ∧ (∀ i, 0 ≤ v i) ∧ A *ᵥ v = groundEnergy A • v := by
  obtain ⟨hmem, hpsd⟩ := groundEnergy_spec hA
  rw [spectrum.mem_iff, Algebra.algebraMap_eq_smul_one, Matrix.isUnit_iff_isUnit_det,
    isUnit_iff_ne_zero, not_not, ← Matrix.exists_mulVec_eq_zero_iff] at hmem
  obtain ⟨v, hv, hE⟩ := hmem
  rw [Matrix.sub_mulVec, Matrix.smul_mulVec, Matrix.one_mulVec, sub_eq_zero] at hE
  have hn : (fun i => |v i|) ⬝ᵥ (fun i => |v i|) = v ⬝ᵥ v := by
    simp only [dotProduct, abs_mul_abs_self]
  -- dropping the signs of the amplitudes cannot raise the energy
  have hle : (fun i => |v i|) ⬝ᵥ A *ᵥ (fun i => |v i|) ≤ v ⬝ᵥ A *ᵥ v := by
    rw [energy_eq_sum, energy_eq_sum]
    refine Finset.sum_le_sum fun i _ => Finset.sum_le_sum fun j _ => ?_
    by_cases hij : i = j
    · subst hij
      exact le_of_eq (by rw [abs_mul_abs_self])
    · exact mul_le_mul_of_nonpos_left ((le_abs_self _).trans_eq (abs_mul _ _)) (hoff i j hij)
  rw [← hE, dotProduct_smul, smul_eq_mul, ← hn] at hle
  have h0 := (hpsd.dotProduct_mulVec_zero_iff (fun i => |v i|)).1 (by
    rw [star_trivial, energy_shift]
    linarith [groundEnergy_le_energy hA (fun i => |v i|)])
  rw [Matrix.sub_mulVec, Matrix.smul_mulVec, Matrix.one_mulVec, sub_eq_zero] at h0
  exact ⟨fun i => |v i|, fun h => hv (funext fun i => abs_eq_zero.1 (congrFun h i)),
    fun i => abs_nonneg _, h0⟩

/-- For real symmetric matrices, if every entry is concave in the parameters and the off-diagonal
entries are nonpositive, the ground energy is concave in the parameters. -/
theorem groundEnergy_concaveOn [Nonempty n] {P : Type*} [AddCommGroup P] [Module ℝ P]
    {s : Set P} {H : P → Matrix n n ℝ} (hsymm : ∀ g ∈ s, (H g).IsSymm)
    (hoff : ∀ g ∈ s, ∀ i j, i ≠ j → H g i j ≤ 0)
    (hconc : ∀ i j, ConcaveOn ℝ s fun g => H g i j) :
    ConcaveOn ℝ s fun g => groundEnergy (H g) := by
  have hs : Convex ℝ s := (hconc (Classical.arbitrary n) (Classical.arbitrary n)).1
  refine ⟨hs, fun g hg k hk p q hp hq hpq => ?_⟩
  have hm := hs hg hk hp hq hpq
  -- use the ground state at the intermediate point as trial state at both ends
  obtain ⟨v, hv, hvn, hvE⟩ := exists_nonneg_ground_state (hsymm _ hm) (hoff _ hm)
  have h1 := mul_le_mul_of_nonneg_left (groundEnergy_le_energy (hsymm g hg) v) hp
  have h2 := mul_le_mul_of_nonneg_left (groundEnergy_le_energy (hsymm k hk) v) hq
  have h3 : p * (v ⬝ᵥ H g *ᵥ v) + q * (v ⬝ᵥ H k *ᵥ v) ≤ v ⬝ᵥ H (p • g + q • k) *ᵥ v := by
    simp only [energy_eq_sum, Finset.mul_sum, ← Finset.sum_add_distrib]
    refine Finset.sum_le_sum fun i _ => Finset.sum_le_sum fun j _ => ?_
    have h := (hconc i j).2 hg hk hp hq hpq
    simp only [smul_eq_mul] at h
    nlinarith [mul_le_mul_of_nonneg_right h (mul_nonneg (hvn i) (hvn j))]
  rw [hvE, dotProduct_smul, smul_eq_mul] at h3
  refine le_of_mul_le_mul_right ?_ (normSq_pos hv)
  simp only [smul_eq_mul]
  linarith

/-- The Hamiltonian with on-site energies `c i + g * d i` and off-diagonal entries
`-exp (a i j + g * b i j)`. -/
noncomputable def couplingHamiltonian (c d : n → ℝ) (a b : Matrix n n ℝ) (g : ℝ) :
    Matrix n n ℝ :=
  Matrix.of fun i j => if i = j then c i + g * d i else -Real.exp (a i j + g * b i j)

/-- For symmetric `a` and `b`, the ground energy of the Hamiltonian with affine on-site energies and
negative exponential hopping amplitudes is a concave function of the coupling `g`. -/
theorem couplingHamiltonian_groundEnergy_concave [Nonempty n] (c d : n → ℝ)
    {a b : Matrix n n ℝ} (ha : a.IsSymm) (hb : b.IsSymm) :
    ConcaveOn ℝ Set.univ fun g => groundEnergy (couplingHamiltonian c d a b g) := by
  refine groundEnergy_concaveOn (fun g _ => ?_) (fun g _ i j hij => ?_) (fun i j => ?_)
  · refine Matrix.IsSymm.ext fun i j => ?_
    by_cases hij : i = j
    · rw [hij]
    · simp only [couplingHamiltonian, Matrix.of_apply, if_neg hij, if_neg (Ne.symm hij),
        ha.apply i j, hb.apply i j]
  · simp only [couplingHamiltonian, Matrix.of_apply, if_neg hij]
    exact neg_nonpos.2 (Real.exp_pos _).le
  · refine ⟨convex_univ, fun x _ y _ p q hp hq hpq => ?_⟩
    by_cases hij : i = j
    · simp only [couplingHamiltonian, Matrix.of_apply, if_pos hij, smul_eq_mul]
      exact le_of_eq (by linear_combination c i * hpq)
    · simp only [couplingHamiltonian, Matrix.of_apply, if_neg hij, smul_eq_mul]
      -- convexity of the exponential
      have h := convexOn_exp.2 (Set.mem_univ (a i j + x * b i j))
        (Set.mem_univ (a i j + y * b i j)) hp hq hpq
      simp only [smul_eq_mul] at h
      have e : a i j + (p * x + q * y) * b i j
          = p * (a i j + x * b i j) + q * (a i j + y * b i j) := by
        linear_combination (-a i j) * hpq
      rw [e]
      linarith

end ConcavityInCoupling
```

```lean
#print axioms ConcavityInCoupling.couplingHamiltonian_groundEnergy_concave
-- 'ConcavityInCoupling.couplingHamiltonian_groundEnergy_concave' depends on axioms: [propext, Classical.choice, Quot.sound]
```

## Ground energies along a line of couplings

Write $E_0(A)$ for `groundEnergy A`. The Hamiltonian `couplingHamiltonian c d a b g` is the matrix

$$
H_{ii}(g)=c_i+g\,d_i,\qquad H_{ij}(g)=-e^{a_{ij}+g\,b_{ij}}\quad(i\neq j).
$$

The theorem `couplingHamiltonian_groundEnergy_concave` says that for all real $g$ and $k$, and all weights $p,q\ge 0$ with $p+q=1$,

$$
p\,E_0(H(g))+q\,E_0(H(k))\;\le\;E_0(H(pg+qk)).
$$

In Lean this is `ConcaveOn ℝ Set.univ`, where `Set.univ` is the whole real line of couplings. The type `n` labels the basis states. It is finite, and `[Nonempty n]` requires at least one state. With exactly one state there is no hopping, and the ground energy is the affine function $c_i+g\,d_i$. The hypotheses `ha` and `hb` state that $a$ and $b$ are symmetric, which makes $H(g)$ symmetric. The diagonal entries of $a$ and $b$ are never used.

The more general theorem `groundEnergy_concaveOn` lets the parameters lie in a set `s` in any real vector space `P`, so it also covers several couplings varied together. It assumes that each $H(g)$ is symmetric, that its off-diagonal entries are nonpositive, and that every matrix entry is a concave function of the parameters. The last assumption includes the convexity of `s`.

## Hopping that decays exponentially with distance

One physical instance is a particle on finitely many sites, described by one state per site with these states orthonormal, with on-site energies that do not depend on $\ell$ and hopping amplitude $-t_0e^{-r_{ij}/\ell}$, where $t_0>0$ is an energy scale, $r_{ij}$ is the distance between sites $i$ and $j$, and $\ell$ is the decay length. In fixed energy units, take $a_{ij}=\ln t_0$, $b_{ij}=-r_{ij}$ and $g=1/\ell$. The ground energy is then concave in the inverse decay length. For this finite one-particle model, a straight line between ground energies computed at two values of $1/\ell$ is a lower bound on the ground energy in between.

The nonpositive sign of the hopping is an assumption about the basis and the system. It means that amplitudes of equal sign on two coupled states lower the energy, so that no frustration arises from competing signs. The exponential form couples every pair of distinct states, because an exponential is never zero. Missing bonds are allowed in the general theorem, since a constant zero entry is both nonpositive and concave. The results do not treat complex hopping phases, infinite systems, excited levels or strict concavity.

## A nonnegative trial state for both ends

Let $A$ be real symmetric with orthonormal eigenvectors $u_r$ and eigenvalues $E_r\ge E_0$. Expanding $x=\sum_r\alpha_r u_r$ gives

$$
x\cdot Ax-E_0\,x\cdot x=\sum_r (E_r-E_0)\,\alpha_r^2\;\ge\;0 .
$$

This is the variational principle. If the left side vanishes, then $\alpha_r=0$ whenever $E_r>E_0$, so $Ax=E_0x$.

Now suppose that $A_{ij}\le 0$ for $i\ne j$, and let $v\neq0$ satisfy $Av=E_0v$. Replace each amplitude $v_i$ by $|v_i|$ and call the resulting vector $|v|$. The squared norm does not change, and neither do the diagonal terms of the energy. For $i\neq j$, the inequality $v_iv_j\le|v_i||v_j|$ is multiplied by the nonpositive number $A_{ij}$, which reverses it:

$$
A_{ij}|v_i||v_j|\le A_{ij}v_iv_j .
$$

Summing over $i$ and $j$ gives

$$
|v|\cdot A|v|\;\le\; v\cdot Av=E_0\,v\cdot v=E_0\,|v|\cdot|v| .
$$

The variational principle gives the opposite inequality, so equality holds and $|v|$ is itself a ground state. Its amplitudes are nonnegative.

Let $m=pg+qk$, and let $v$ now be a nonnegative ground state of $H(m)$. Use it as a trial state at both $g$ and $k$:

$$
\begin{aligned}
\bigl[p\,E_0(H(g))+q\,E_0(H(k))\bigr]\,v\cdot v
&\le p\,v\cdot H(g)v+q\,v\cdot H(k)v\\
&=\sum_{i,j}\bigl[p\,H_{ij}(g)+q\,H_{ij}(k)\bigr]v_iv_j\\
&\le\sum_{i,j}H_{ij}(m)\,v_iv_j
=E_0(H(m))\,v\cdot v .
\end{aligned}
$$

The second inequality uses the concavity of each entry together with $v_iv_j\ge0$. The vector $v$ need not be normalised, and dividing by $v\cdot v>0$ gives the claim.

It remains to check the entries of the exponential model. The diagonal ones are affine, so they satisfy the concavity inequality with equality. For the others, $p+q=1$ gives

$$
a_{ij}+m\,b_{ij}=p\,(a_{ij}+g\,b_{ij})+q\,(a_{ij}+k\,b_{ij}),
$$

and convexity of the exponential yields

$$
-e^{a_{ij}+m b_{ij}}\;\ge\;-p\,e^{a_{ij}+g b_{ij}}-q\,e^{a_{ij}+k b_{ij}} .
$$

## Mixed signs spoil the shortcut

A shorter argument suggests itself: the ground energy is the minimum of $x\cdot H(g)x$ over normalised $x$, and a minimum of concave functions is concave. This works when $H$ is affine in $g$, but with exponential hopping the functions need not all be concave. For two states with zero diagonal and off-diagonal entry $-e^g$, the normalised vector $(1,-1)/\sqrt2$ has energy $+e^g$, which is strictly convex. The shortcut becomes valid once the minimum is restricted to nonnegative amplitudes, and the ground state with nonnegative amplitudes justifies that restriction.

The sign condition matters in the general theorem even when every entry is concave. Take

$$
H(g)=\begin{pmatrix}0&1-g^2\\1-g^2&0\end{pmatrix},\qquad -1\le g\le 1 .
$$

Its entries are concave, but the off-diagonal one is positive for $|g|<1$. The eigenvalues are $\pm(1-g^2)$, so the ground energy is $g^2-1$. It equals $0$ at both ends and $-1$ in the middle, which contradicts concavity. This two-level example is worked by hand and is not part of the Lean code.

## From the spectrum to the concavity inequality in Lean

`energy_eq_sum` writes $x\cdot Ax$ as the double sum of $A_{ij}x_ix_j$, and `normSq_pos` supplies the positive squared norm needed for the final division. `energy_shift` expands the energy form of $A-E\,\mathbf 1$.

`groundEnergy_spec` connects the definition by an infimum with the physical ground level. Mathlib's spectral theorem identifies the real spectrum of a symmetric matrix with the range of its eigenvalues. This set is finite and non-empty, so `csInf_mem` shows that it contains its infimum. The lemma also proves that $A-E_0\mathbf 1$ is positive semidefinite: if $\mu$ is an eigenvalue of the shifted matrix, then $\mu+E_0$ lies in the spectrum of $A$, hence $E_0\le\mu+E_0$ and $\mu\ge0$. `groundEnergy_le_energy` reads the variational principle off this positivity, in place of the eigenvector expansion above.

`exists_nonneg_ground_state` first turns membership in the spectrum into a vanishing determinant, and then into a nonzero eigenvector. The intermediate claim `hle` is the comparison between $v$ and $|v|$, with separate cases for diagonal and off-diagonal terms. The equality case of the variational principle comes from `dotProduct_mulVec_zero_iff`: a vector on which a positive semidefinite form vanishes is annihilated by the matrix.

In `groundEnergy_concaveOn`, `h1` and `h2` are the weighted variational bounds at the two ends, and `h3` is the entrywise comparison with the intermediate Hamiltonian. There the concavity inequality for one entry is multiplied by the nonnegative product $v_iv_j$ using `mul_le_mul_of_nonneg_right`, and `nlinarith` completes the rearrangement. The eigenvalue equation then rewrites the right side of `h3`, and `le_of_mul_le_mul_right` cancels the squared norm.

The final theorem checks the three assumptions for `couplingHamiltonian`. Symmetry follows from `ha` and `hb`, and the sign condition from positivity of the exponential. For concavity, `linear_combination` uses $p+q=1$ to handle the affine diagonal and to rewrite the exponent, and `convexOn_exp` provides the inequality for the hopping entries.
